# The Kelbg force between like unit charges is repulsive and weaker than the Coulomb force at every positive distance

The Kelbg potential is an effective pair potential that softens the Coulomb repulsion at short distance on the scale of a thermal length; here it is given by its formula, for two unit charges of equal sign. The theorem `kelbg_force` states that for `lam > 0` and `r > 0` the potential has derivative `-(1 - exp(-(r/lam)²))/r²` at `r`, so that the force, minus this derivative, is `(1 - exp(-(r/lam)²))/r²`. It also states that this force is positive, hence repulsive, and strictly smaller than the Coulomb value `1/r²`. The proof differentiates the numerator of the potential by the chain rule, applies the quotient rule, and gets the two bounds from the exponential lying strictly between 0 and 1.

This version doesn't compile in Lean 4 with Mathlib:

```lean
import Mathlib

open Filter Topology Set MeasureTheory

namespace KelbgForce

noncomputable section

/-- The complementary error function, as the normalised tail integral of a Gaussian. -/
def erfc (x : ℝ) : ℝ := 2 / Real.sqrt Real.pi * ∫ u in Ioi x, Real.exp (-u ^ 2)

/-- The Kelbg potential between unit charges of equal sign at distance `r`, with thermal length
`lam`; the formula has this meaning for `r > 0` and `lam > 0`. -/
def kelbg (lam r : ℝ) : ℝ :=
  (1 - Real.exp (-(r / lam) ^ 2) + Real.sqrt Real.pi * (r / lam) * erfc (r / lam)) / r

/-- The screening function: the numerator of the Kelbg potential as a function of the
distance `x` in units of the thermal length. -/
def screening (x : ℝ) : ℝ :=
  1 - Real.exp (-x ^ 2) + Real.sqrt Real.pi * x * erfc x

lemma sqrt_pi_mul : Real.sqrt Real.pi * (2 / Real.sqrt Real.pi) = 2 :=
  mul_div_cancel₀ 2 (Real.sqrt_pos.mpr Real.pi_pos).ne'

lemma integrable_gauss : Integrable (fun u : ℝ => Real.exp (-u ^ 2)) := by
  simpa using integrable_exp_neg_mul_sq (one_pos : (0 : ℝ) < 1)

/-- The slope of the complementary error function is minus a normalised Gaussian. -/
theorem hasDerivAt_erfc (x : ℝ) :
    HasDerivAt erfc (-(2 / Real.sqrt Real.pi * Real.exp (-x ^ 2))) x := by
  have heq : ∀ y, erfc y = 2 / Real.sqrt Real.pi *
      ((∫ u in Ioi (0 : ℝ), Real.exp (-u ^ 2)) - ∫ u in (0 : ℝ)..y, Real.exp (-u ^ 2)) := by
    intro y
    have h := intervalIntegral.integral_interval_add_Ioi
      (integrable_gauss.integrableOn (s := Ioi 0)) (integrable_gauss.integrableOn (s := Ioi y))
    rw [erfc, ← h]
    ring
  have hc : Continuous (fun u : ℝ => Real.exp (-u ^ 2)) := by fun_prop
  have hd := (hc.integral_hasStrictDerivAt 0 x).hasDerivAt
  rw [show erfc = _ from funext heq]
  exact ((hd.const_sub _).const_mul _).congr_deriv (by ring)

/-- The screening function grows at the rate `√π erfc x`: the Gaussian terms cancel. -/
theorem hasDerivAt_screening (x : ℝ) :
    HasDerivAt screening (Real.sqrt Real.pi * erfc x) x := by
  have h2 : HasDerivAt (fun y : ℝ => y ^ 2) (2 * x) x := by simpa using hasDerivAt_pow 2 x
  have h := (h2.fun_neg.exp.const_sub 1).fun_add
    (((hasDerivAt_id' x).const_mul (Real.sqrt Real.pi)).fun_mul (hasDerivAt_erfc x))
  exact h.congr_deriv (by linear_combination (-x * Real.exp (-x ^ 2)) * sqrt_pi_mul)

/-- For `lam, r > 0` the Kelbg force `-φ'(r)` is `(1 - exp (-r² / lam²)) / r²`; it is
repulsive and weaker than the Coulomb force. -/
theorem kelbg_force {lam r : ℝ} (hl : 0 < lam) (hr : 0 < r) :
    HasDerivAt (kelbg lam) (-((1 - Real.exp (-(r / lam) ^ 2)) / r ^ 2)) r ∧
    0 < (1 - Real.exp (-(r / lam) ^ 2)) / r ^ 2 ∧
    (1 - Real.exp (-(r / lam) ^ 2)) / r ^ 2 < 1 / r ^ 2 := by
  have hs : HasDerivAt (fun y => screening (y / lam))
      (Real.sqrt Real.pi * erfc (r / lam) * (1 / lam)) r :=
    (hasDerivAt_screening (r / lam)).comp r ((hasDerivAt_id' r).div_const lam)
  have he : Real.exp (-(r / lam) ^ 2) < 1 :=
    Real.exp_lt_one (neg_neg_of_pos (pow_pos (div_pos hr hl) 2))
  refine ⟨(hs.fun_div (hasDerivAt_id' r) hr.ne').congr_deriv ?_,
    div_pos (sub_pos.mpr he) (pow_pos hr 2),
    div_lt_div_of_pos_right (sub_lt_self 1 (Real.exp_pos _)) (pow_pos hr 2)⟩
  unfold screening
  ring

end

end KelbgForce
```

Lean reports:

```
Main.lean:59:4: error: Type mismatch
  HasDerivAt.comp r ?m.199 (HasDerivAt.div_const (hasDerivAt_id' r) lam)
has type
  HasDerivAt (?m.196 ∘ fun x => x / lam) (?m.198 * (1 / lam)) r
but is expected to have type
  HasDerivAt (fun y => screening (y / lam)) (√Real.pi * erfc (r / lam) * (1 / lam)) r
Main.lean:61:4: error(lean.unknownIdentifier): Unknown constant `Real.exp_lt_one`
```

What went wrong. The first message concerns the chain rule. Lean checked the result of `HasDerivAt.comp` against the stated type while the outer function was still unknown: it appears as `?m.196`, and the proof that should fix it as `?m.199`. Lean did not manage to match `?m.196 ∘ fun x => x / lam` with `fun y => screening (y / lam)`. In the repair, `have h` states no type, so the outer function is read off from `hasDerivAt_screening` as `screening`. `exact h` then only has to compare `screening ∘ fun x => x / lam` with the stated function, and these are equal by unfolding the composition.

The second message says that no constant `Real.exp_lt_one` exists in the Mathlib used. The repair takes `Real.exp_lt_one_iff`, which says that `Real.exp x < 1` holds exactly when `x < 0`. Its direction `.mpr` turns the proof that the exponent is negative, which is unchanged, into the bound needed.

As a diff, the version that Lean accepts:

```diff
@@ -57,7 +57,9 @@
   have hs : HasDerivAt (fun y => screening (y / lam))
       (Real.sqrt Real.pi * erfc (r / lam) * (1 / lam)) r :=
-    (hasDerivAt_screening (r / lam)).comp r ((hasDerivAt_id' r).div_const lam)
+    by
+      have h := (hasDerivAt_screening (r / lam)).comp r ((hasDerivAt_id' r).div_const lam)
+      exact h
   have he : Real.exp (-(r / lam) ^ 2) < 1 :=
-    Real.exp_lt_one (neg_neg_of_pos (pow_pos (div_pos hr hl) 2))
+    Real.exp_lt_one_iff.mpr (neg_neg_of_pos (pow_pos (div_pos hr hl) 2))
   refine ⟨(hs.fun_div (hasDerivAt_id' r) hr.ne').congr_deriv ?_,
     div_pos (sub_pos.mpr he) (pow_pos hr 2),
```
